# Three equivalent electrons have no ²S term

## A level too many in d³

Couple a third d electron to the ¹D term of d² and the angular momenta allow L = 0 with S = 1/2, a ²S term. If this candidate is added to the correct term list of d³, the list describes two states more than the shell has, and a level scheme built on it contains a level with no wavefunction behind it. The rules for adding angular momenta do not see the error, because they treat the third electron as distinguishable from the other two.

The same candidate arises in every shell l³, and the Pauli principle removes it every time. This can be shown by counting, if the terms of a configuration are understood as a list that accounts for all its microstates. In a calculation restricted to the single open shell l³, with L and S as good quantum numbers, there is therefore no ²S block to diagonalise.

## Microstates and terms

A shell with orbital quantum number l has 4l+2 spin orbitals, labelled by m = −l, …, l and 2m_s = ±1. A microstate of l³ is a set of three different spin orbitals. Let c(M,T) be the number of microstates with M_L = M and 2M_S = T.

A term with quantum numbers L and S contributes one state for each pair (M_L, 2M_S) with |M_L| ≤ L, |2M_S| ≤ 2S and 2M_S of the same parity as 2S. These pairs form a rectangular block. A list of terms resolves l³ if its blocks together give every pair as often as the microstates do.

## The two statements

The first statement is about numbers only. For every l = 0, 1, 2, …

c(0,1) − c(1,1) − c(0,3) + c(1,3) = 0.

The second is about terms: no list that resolves l³ contains ²S.

For p³ the four counts are 3, 2, 1 and 0, and 3 − 2 − 1 + 0 = 0. For l = 0 there are only two spin orbitals, hence no microstates; all counts vanish and the empty list resolves the configuration.

In Lean, `microCount l M T` is c(M,T). It is a natural number, converted to an integer before subtraction. A term is a pair `(L, 2S)`, so ²S is `(0, 1)`: the second entry is 2S, not the multiplicity 2S+1 of the spectroscopic symbol. `IsTermList l terms` says that `terms` resolves l³; `terms` is a multiset, so a term may occur several times and order is irrelevant. The notation `𝓜 l` stands for the integers from −l to l, and `δ[p]` is 1 if p holds and 0 otherwise.

`IsTermList` is a hypothesis of the second statement. The step from this model to an atom is that the L and S multiplets of the antisymmetric three-electron space form such a list. Quantum mechanics supplies it, since the Slater determinants are a basis of eigenvectors of L_z and S_z. The file exhibits a resolving list for p³, namely ⁴S, ²P, ²D.

## From sets to ordered triples

Let g be any function of the total (M_L, 2M_S), and let x, y, z run over the spin orbitals. An ordered triple has three different entries, exactly two equal entries, or three equal ones. Each 3-set gives six triples of the first kind, and the equal pair in the second kind can sit in three positions. The sum of g(2x+y) over all x and y also includes the case x = y, which must be corrected for. Hence

6 Σ_sets g = Σ_xyz g(x+y+z) − 3 Σ_xy g(2x+y) + 2 Σ_x g(3x).

Choose g(M,T) = f(M) h(T) with

f(M) = δ[M=0] − δ[M=1],

h(T) = δ[T=1] − δ[T=3].

Then Σ_sets g is exactly the double difference in the first statement. Call it D.

## The spin sums

Only totals 1 and 3 contribute, with h(1) = 1 and h(3) = −1.

- Three independent spins reach 1 in three ways and 3 in one way: 3 − 1 = 2.
- With one spin doubled, 1 and 3 are each reached once: 1 − 1 = 0.
- With one spin tripled, only 3 is reached: −1.

With x, y, z now denoting orbital projections, this leaves 6D = 2A − 2E, or

3D = A − E, where A = Σ_xyz f(x+y+z) and E = Σ_x f(3x).

## The orbital sums

For E, 3x = 0 only at x = 0, and 3x = 1 has no integer solution. So E = 1.

For A, fix u = x+y and sum over z:

Σ_z f(u+z) = δ[−l ≤ u ≤ l] − δ[1−l ≤ u ≤ l+1] = δ[u=−l] − δ[u=l+1].

Now sum over y. The equation x+y = −l has a solution in the shell exactly when x ≤ 0, and x+y = l+1 exactly when x ≥ 1. What remains is

A = Σ_x (δ[x ≤ 0] − δ[x ≥ 1]) = (l+1) − l = 1.

Therefore 3D = 1 − 1 = 0. Among ordered triples the total 0 is ahead of the total 1 by one, and the triple (0,0,0), which no three electrons can occupy, uses up that surplus.

## From counts to terms

Take a block with quantum numbers L' and 2S' = T', and let L, T ≥ 0. The block's entry at (L,T) minus its entry at (L+1,T) is nonzero only if the block ends at L, that is L' = L. The difference between T and T+2 selects T' = T in the same way. Summed over a resolving list, the double difference counts how often the term (L,T) occurs:

multiplicity = c(L,T) − c(L+1,T) − c(L,T+2) + c(L+1,T+2).

At L = 0, T = 1 this is D = 0, so ²S is absent.

## The derivation in Lean

```lean
import Mathlib

open Finset

noncomputable section

namespace ForbiddenDoubletS

local notation "𝓜" l:max => Icc (-((l : ℕ) : ℤ)) ((l : ℕ) : ℤ)
local notation "δ[" p "]" => (if p then (1 : ℤ) else 0)

/-- The `4l+2` spin orbitals of a shell, each written as the pair `(m, 2 m_s)`. -/
def spinOrbitals (l : ℕ) : Finset (ℤ × ℤ) := 𝓜 l ×ˢ {1, -1}

/-- The microstates of `l³`: sets of three different spin orbitals. -/
def microstates (l : ℕ) : Finset (Finset (ℤ × ℤ)) := powersetCard 3 (spinOrbitals l)

/-- The number of microstates of `l³` with `M_L = M` and `2 M_S = T`. -/
def microCount (l : ℕ) (M T : ℤ) : ℕ := #{s ∈ microstates l | ∑ p ∈ s, p = (M, T)}

/-- The pairs `(M_L, 2 M_S)` belonging to a term `t = (L, 2S)`. -/
def termBlock (t : ℕ × ℕ) : Finset (ℤ × ℤ) :=
  𝓜 t.1 ×ˢ Finset.filter (fun T : ℤ => (T + t.2) % 2 = 0) (𝓜 t.2)

/-- A list of terms `(L, 2S)` resolves `l³` if its blocks reproduce the values
`(M_L, 2 M_S)` of all microstates, with multiplicity. -/
def IsTermList (l : ℕ) (terms : Multiset (ℕ × ℕ)) : Prop :=
  (microstates l).val.map (fun s => ∑ p ∈ s, p) = terms.bind fun t => (termBlock t).val

/-- For `a` not in `S`, a sum of `g` (total) over the `(n+1)`-element subsets of `insert a S` is the
sum over those that leave `a` empty plus the sum over those that occupy it; the latter runs over the
`n`-element subsets of `S`, with the total shifted by `a`. -/
theorem sum_add_orbital {S : Finset (ℤ × ℤ)} {a : ℤ × ℤ} (ha : a ∉ S) (n : ℕ)
    (g : ℤ × ℤ → ℤ) :
    ∑ s ∈ powersetCard (n + 1) (insert a S), g (∑ p ∈ s, p) =
      ∑ s ∈ powersetCard (n + 1) S, g (∑ p ∈ s, p) +
        ∑ s ∈ powersetCard n S, g (a + ∑ p ∈ s, p) := by
  have hn : ∀ k, ∀ s ∈ powersetCard k S, a ∉ s :=
    fun k s hs h => ha ((mem_powersetCard.1 hs).1 h)
  rw [powersetCard_succ_insert ha, sum_union, sum_image]
  · congr 1
    exact sum_congr rfl fun s hs => by rw [sum_insert (hn n s hs)]
  · intro s hs t ht h
    have h' : insert a s = insert a t := h
    rw [← erase_insert (hn n s (mem_coe.1 hs)), h', erase_insert (hn n t (mem_coe.1 ht))]
  · rw [disjoint_left]
    intro s hs ht
    obtain ⟨u, _, rfl⟩ := mem_image.1 ht
    exact hn _ _ hs (mem_insert_self a u)

/-- Twice a sum over pairs of different orbitals is the sum over ordered pairs without the
coincidences. -/
theorem two_electron_sum (S : Finset (ℤ × ℤ)) (g : ℤ × ℤ → ℤ) :
    2 * ∑ s ∈ powersetCard 2 S, g (∑ p ∈ s, p) =
      ∑ x ∈ S, ∑ y ∈ S, g (x + y) - ∑ x ∈ S, g (x + x) := by
  induction S using Finset.induction_on with
  | empty =>
    have e : powersetCard 2 (∅ : Finset (ℤ × ℤ)) = ∅ := powersetCard_eq_empty.2 (by simp)
    simp [e]
  | insert a S ha ih =>
    have h1 : ∑ s ∈ powersetCard 1 S, g (a + ∑ p ∈ s, p) = ∑ x ∈ S, g (a + x) := by
      simp [powersetCard_one]
    have h2 : ∑ x ∈ S, g (x + a) = ∑ x ∈ S, g (a + x) :=
      sum_congr rfl fun x _ => congrArg g (by abel)
    rw [sum_add_orbital ha 1 g, h1]
    simp only [sum_insert ha, sum_add_distrib]
    linarith

/-- Six times a sum over triples of different orbitals follows from ordered triples by
inclusion and exclusion of coincidences. -/
theorem three_electron_sum (S : Finset (ℤ × ℤ)) (g : ℤ × ℤ → ℤ) :
    6 * ∑ s ∈ powersetCard 3 S, g (∑ p ∈ s, p) =
      ∑ x ∈ S, ∑ y ∈ S, ∑ z ∈ S, g (x + y + z) - 3 * ∑ x ∈ S, ∑ y ∈ S, g (x + x + y) +
        2 * ∑ x ∈ S, g (x + x + x) := by
  induction S using Finset.induction_on with
  | empty =>
    have e : powersetCard 3 (∅ : Finset (ℤ × ℤ)) = ∅ := powersetCard_eq_empty.2 (by simp)
    simp [e]
  | insert a S ha ih =>
    have p := two_electron_sum S (fun v => g (a + v))
    beta_reduce at p
    -- bring the new orbital to the front in every sum
    have e1 : ∑ y ∈ S, g (a + y + a) = ∑ y ∈ S, g (a + a + y) :=
      sum_congr rfl fun y _ => congrArg g (by abel)
    have e2 : ∑ y ∈ S, g (y + a + a) = ∑ y ∈ S, g (a + a + y) :=
      sum_congr rfl fun y _ => congrArg g (by abel)
    have e3 : ∑ y ∈ S, g (y + y + a) = ∑ y ∈ S, g (a + (y + y)) :=
      sum_congr rfl fun y _ => congrArg g (by abel)
    have d1 : ∑ x ∈ S, ∑ y ∈ S, g (a + x + y) = ∑ x ∈ S, ∑ y ∈ S, g (a + (x + y)) :=
      sum_congr rfl fun x _ => sum_congr rfl fun y _ => congrArg g (by abel)
    have d2 : ∑ x ∈ S, ∑ y ∈ S, g (x + a + y) = ∑ x ∈ S, ∑ y ∈ S, g (a + (x + y)) :=
      sum_congr rfl fun x _ => sum_congr rfl fun y _ => congrArg g (by abel)
    have d3 : ∑ x ∈ S, ∑ y ∈ S, g (x + y + a) = ∑ x ∈ S, ∑ y ∈ S, g (a + (x + y)) :=
      sum_congr rfl fun x _ => sum_congr rfl fun y _ => congrArg g (by abel)
    rw [sum_add_orbital ha 2 g]
    simp only [sum_insert ha, sum_add_distrib]
    linarith

/-- Among ordered triples of orbital projections, repetitions allowed, the sum `0` occurs
once more than the sum `1`. -/
theorem orbital_triples (l : ℕ) :
    ∑ x ∈ 𝓜 l, ∑ y ∈ 𝓜 l, ∑ z ∈ 𝓜 l, (δ[x + y + z = 0] - δ[x + y + z = 1]) = 1 := by
  have pick : ∀ u N : ℤ, ∑ z ∈ 𝓜 l, δ[u + z = N] = δ[-(l : ℤ) ≤ N - u ∧ N - u ≤ l] := by
    intro u N
    have e : ∀ z : ℤ, u + z = N ↔ z = N - u := fun z => by omega
    simp only [e, sum_ite_eq', mem_Icc]
  -- the sums over the third and the second projection telescope
  have inner : ∀ u : ℤ, ∑ z ∈ 𝓜 l, (δ[u + z = 0] - δ[u + z = 1]) =
      δ[u = -(l : ℤ)] - δ[u = (l : ℤ) + 1] := by
    intro u
    rw [sum_sub_distrib, pick, pick]
    split_ifs <;> omega
  have row : ∀ x ∈ 𝓜 l, ∑ y ∈ 𝓜 l, (δ[x + y = -(l : ℤ)] - δ[x + y = (l : ℤ) + 1]) =
      δ[x ≤ 0] - δ[1 ≤ x] := by
    intro x hx
    rw [mem_Icc] at hx
    rw [sum_sub_distrib, pick, pick]
    split_ifs <;> omega
  have f1 : {x ∈ 𝓜 l | x ≤ 0} = Icc (-(l : ℤ)) 0 := by
    ext x; simp only [mem_filter, mem_Icc]; omega
  have f2 : {x ∈ 𝓜 l | 1 ≤ x} = Icc 1 (l : ℤ) := by
    ext x; simp only [mem_filter, mem_Icc]; omega
  simp only [inner]
  rw [sum_congr rfl row, sum_sub_distrib, ← sum_filter, ← sum_filter, f1, f2, sum_const,
    sum_const, Int.card_Icc, Int.card_Icc]
  simp only [nsmul_eq_mul, mul_one]
  omega

/-- The double difference of microstate numbers at `M_L = 0`, `2 M_S = 1` vanishes for
every `l³`. -/
theorem doublet_S_count (l : ℕ) :
    (microCount l 0 1 : ℤ) - microCount l 1 1 - microCount l 0 3 + microCount l 1 3 = 0 := by
  obtain ⟨f, hf⟩ : ∃ f : ℤ → ℤ, ∀ m, f m = δ[m = 0] - δ[m = 1] := ⟨_, fun _ => rfl⟩
  obtain ⟨h, hh⟩ : ∃ h : ℤ → ℤ, ∀ t, h t = δ[t = 1] - δ[t = 3] := ⟨_, fun _ => rfl⟩
  have hv : h 3 = -1 ∧ h 1 = 1 ∧ h (-1) = 0 ∧ h (-3) = 0 := by simp [hh]
  have hp : ∀ F : ℤ × ℤ → ℤ, ∑ x ∈ spinOrbitals l, F x =
      ∑ m ∈ 𝓜 l, F (m, 1) + ∑ m ∈ 𝓜 l, F (m, -1) := by
    intro F
    rw [spinOrbitals, sum_product, ← sum_add_distrib]
    exact sum_congr rfl fun m _ => sum_pair (by norm_num)
  have hc : (microCount l 0 1 : ℤ) - microCount l 1 1 - microCount l 0 3 + microCount l 1 3 =
      ∑ s ∈ powersetCard 3 (spinOrbitals l), f (∑ p ∈ s, p).1 * h (∑ p ∈ s, p).2 := by
    simp only [microCount, microstates, card_filter, Nat.cast_sum, Nat.cast_ite, Nat.cast_one,
      Nat.cast_zero]
    rw [← sum_sub_distrib, ← sum_sub_distrib, ← sum_add_distrib]
    refine sum_congr rfl fun s _ => ?_
    generalize ∑ p ∈ s, p = v
    obtain ⟨a, b⟩ := v
    simp only [Prod.mk.injEq, hf, hh]
    split_ifs <;> omega
  -- three equal projections have sum 0 only for (0, 0, 0), and never have sum 1
  have hE : ∑ x ∈ 𝓜 l, f (x + x + x) = 1 := by
    have e : ∀ x, f (x + x + x) = δ[x = 0] := by
      intro x
      rw [hf]
      split_ifs <;> omega
    simp [e]
  have hT : ∑ x ∈ 𝓜 l, ∑ y ∈ 𝓜 l, ∑ z ∈ 𝓜 l, f (x + y + z) = 1 := by
    simp only [hf]
    exact orbital_triples l
  -- carry out the spin sums
  have k := three_electron_sum (spinOrbitals l) (fun v => f v.1 * h v.2)
  simp only [hp, Prod.fst_add, Prod.snd_add, Int.reduceAdd, Int.reduceNeg, hv,
    mul_one, mul_zero, mul_neg, sum_add_distrib, sum_neg_distrib, sum_const_zero] at k
  rw [hc]
  linarith

/-- In any list of terms that resolves `l³`, the multiplicity of the term `(L, 2S) = (L, T)`
is the double difference of microstate numbers. -/
theorem term_multiplicity {l : ℕ} {terms : Multiset (ℕ × ℕ)} (h : IsTermList l terms)
    (L T : ℕ) :
    (terms.count (L, T) : ℤ) = microCount l L T - microCount l (L + 1) T -
      microCount l L (T + 2) + microCount l (L + 1) (T + 2) := by
  unfold IsTermList at h
  have hc : ∀ M N : ℤ, microCount l M N =
      (terms.bind fun t => (termBlock t).val).count (M, N) := by
    intro M N
    rw [← h, Multiset.count_map]
    simp only [microCount, card_def, filter_val, eq_comm (a := (M, N))]
  simp only [hc]
  clear hc h
  induction terms using Multiset.induction_on with
  | empty => simp
  | cons t s ih =>
    obtain ⟨L', T'⟩ := t
    have hb : ∀ M N : ℤ, ((termBlock (L', T')).val.count (M, N) : ℤ) =
        δ[-(L' : ℤ) ≤ M ∧ M ≤ L'] * δ[(-(T' : ℤ) ≤ N ∧ N ≤ T') ∧ (N + T') % 2 = 0] := by
      intro M N
      rw [Multiset.count_eq_of_nodup (termBlock (L', T')).nodup]
      simp only [mem_val, termBlock, mem_product, mem_filter, mem_Icc]
      split_ifs <;> omega
    -- each difference detects the edge of the block
    have hL : δ[-(L' : ℤ) ≤ L ∧ (L : ℤ) ≤ L'] -
        δ[-(L' : ℤ) ≤ (L : ℤ) + 1 ∧ (L : ℤ) + 1 ≤ L'] = δ[L = L'] := by
      split_ifs <;> omega
    have hT : δ[(-(T' : ℤ) ≤ T ∧ (T : ℤ) ≤ T') ∧ ((T : ℤ) + T') % 2 = 0] -
        δ[(-(T' : ℤ) ≤ (T : ℤ) + 2 ∧ (T : ℤ) + 2 ≤ T') ∧ ((T : ℤ) + 2 + T') % 2 = 0] =
        δ[T = T'] := by
      split_ifs <;> omega
    have hk : ((if (L, T) = (L', T') then 1 else 0 : ℕ) : ℤ) = δ[L = L'] * δ[T = T'] := by
      simp only [Prod.mk.injEq]
      split_ifs <;> omega
    rw [Multiset.count_cons, Multiset.cons_bind]
    simp only [Multiset.count_add, Nat.cast_add]
    rw [hk, ← hL, ← hT, ih, hb, hb, hb, hb]
    ring

/-- No `l³` configuration contains a `²S` term: `(L, 2S) = (0, 1)` is absent from every list
of terms that resolves the microstates. -/
theorem no_doublet_S {l : ℕ} {terms : Multiset (ℕ × ℕ)} (h : IsTermList l terms) :
    (0, 1) ∉ terms := by
  have k : (terms.count (0, 1) : ℤ) = microCount l 0 1 - microCount l 1 1 -
      microCount l 0 3 + microCount l 1 3 := term_multiplicity h 0 1
  rw [doublet_S_count] at k
  exact Multiset.count_eq_zero.1 (by exact_mod_cast k)

/-- The terms `⁴S`, `²P`, `²D` resolve the configuration `p³`. -/
theorem isTermList_witness : IsTermList 1 {(0, 3), (1, 1), (2, 1)} := by
  unfold IsTermList
  decide +kernel

end ForbiddenDoubletS
```

```lean
#print axioms ForbiddenDoubletS.three_electron_sum
-- 'ForbiddenDoubletS.three_electron_sum' depends on axioms: [propext, Classical.choice, Quot.sound]
#print axioms ForbiddenDoubletS.no_doublet_S
-- 'ForbiddenDoubletS.no_doublet_S' depends on axioms: [propext, Classical.choice, Quot.sound]
```

## What each lemma contributes

`two_electron_sum` and `three_electron_sum` are the coincidence formulas for pairs and triples. `orbital_triples` is A = 1: its local facts `inner` and `row` are the sums over z and y, where `split_ifs` separates the cases of the indicators and `omega` settles the resulting integer inequalities. The final step counts the l+1 values x ≤ 0 and the l values x ≥ 1.

`doublet_S_count` puts these together. The fact `hc` writes the double difference as a sum of f·h over 3-sets, `hp` splits a sum over spin orbitals into its two spin parts, and `hv` lists the values of h at 3, 1, −1 and −3. Simplifying `k` with them carries out the spin sums. `hE` and `hT` are E = 1 and A = 1, and `linarith` concludes.

`term_multiplicity` first turns microstate counts into counts over blocks, then proceeds by induction on the list of terms. For each added term, `hL` and `hT` are the two edge detections. `no_doublet_S` sets L = 0 and T = 1, inserts the vanishing count, and reads multiplicity zero as absence. In `isTermList_witness`, `decide +kernel` compares the 20 microstates of p³ with the three blocks by direct evaluation.

## Filling the shell one orbital at a time

The coincidence formula was derived above by sorting ordered triples. A literal translation would need a six-to-one map from triples to sets. The file uses induction on the set of available orbitals, through `Finset.induction_on` and Mathlib's `powersetCard_succ_insert`. The latter says that, for `a` not in `S`, the (n+1)-element subsets of `insert a S` are those of `S`, together with the n-element subsets of `S` with `a` added.

`sum_add_orbital` turns this into a statement about sums: either the new orbital is empty, or it is occupied and shifts the total by `a`. It has to check that the two families are disjoint and that adding `a` never merges two different sets; both follow from `a` not being in `S`.

In the three-electron case, the occupied part is a two-electron sum for the shifted function `fun v => g (a + v)`. This is why the pair formula is proved for arbitrary `g`. The remaining equalities only reorder additions, after which `linarith` matches the terms.

## Terms as subspaces

Another model would take the antisymmetric three-electron space itself, with the operators L² and S², and state that it contains no nonzero vector with L = 0 and S = 1/2. Terms would then be subspaces instead of blocks of numbers, and the hypothesis `IsTermList` would give way to a theorem on the decomposition into multiplets. That version speaks about wavefunctions directly, but it needs the angular momentum operators and their representation theory, whereas the counting version needs only finite sums of integers.
